# Writing the energy form of a finite chain as a sum over bonds, using an eigenvector without zeros

The theorem `chain_identity` concerns one particle on a finite chain of `m + 1` sites with Dirichlet ends, an arbitrary real on-site potential and hopping entries `-1` between neighbours. Given a real eigenvector φ of energy E with no zero entry, it states that ⟨u, (H − E)u⟩ equals the sum over bonds of φ_j φ_{j+1} (u_{j+1}/φ_{j+1} − u_j/φ_j)², for every real vector u. Neither vector need be normalised; for nonzero u, dividing the form by ⟨u, u⟩ gives the mean energy of u minus E. The proof specialises an identity for real symmetric matrices, in which half a double sum over sites appears, and then shows that only neighbouring sites contribute, each bond twice.

As first written in Lean, the proof fails:

```lean
import Mathlib

open Matrix

namespace ChainIdentity

noncomputable section

variable {m : ℕ}

/-- The Hamiltonian `-(second difference) + V` on a chain of `m + 1` sites with Dirichlet ends:
`2 + V i` on the diagonal and `-1` between neighbouring sites. -/
def chainH (V : Fin (m + 1) → ℝ) : Matrix (Fin (m + 1)) (Fin (m + 1)) ℝ :=
  Matrix.of fun i j => (if i = j then 2 + V i else 0)
    - (if (i : ℕ) + 1 = j then 1 else 0) - (if (j : ℕ) + 1 = i then 1 else 0)

/-- For a real symmetric matrix `H` and an eigenvector `φ` with eigenvalue `E` and no zero entry,
the energy form measured from `E` is a weighted sum of squared differences of `u / φ` over pairs of
sites. -/
theorem symmetric_identity {ι : Type*} [Fintype ι] {H : Matrix ι ι ℝ} (hS : H.IsSymm)
    {φ : ι → ℝ} {E : ℝ} (h : H *ᵥ φ = E • φ) (hφ : ∀ i, φ i ≠ 0) (u : ι → ℝ) :
    u ⬝ᵥ (H *ᵥ u - E • u)
      = 1 / 2 * ∑ i, ∑ j, -H i j * (φ i * φ j * (u i / φ i - u j / φ j) ^ 2) := by
  have hrow : ∀ i, ∑ j, H i j * φ j = E * φ i := fun i => congrFun h i
  -- the square terms are summed with the eigenvalue equation
  have h1 : ∑ i, ∑ j, H i j * (φ i * φ j * (u i / φ i) ^ 2) = E * (u ⬝ᵥ u) := by
    rw [dotProduct, Finset.mul_sum]
    refine Finset.sum_congr rfl fun i _ => ?_
    have hi := hφ i
    calc ∑ j, H i j * (φ i * φ j * (u i / φ i) ^ 2)
        = (φ i * (u i / φ i) ^ 2) * ∑ j, H i j * φ j := by
          rw [Finset.mul_sum]
          exact Finset.sum_congr rfl fun j _ => by ring
      _ = E * (u i * u i) := by
          rw [hrow]
          field_simp
  have h2 : ∑ i, ∑ j, H i j * (φ i * φ j * (u j / φ j) ^ 2) = E * (u ⬝ᵥ u) := by
    rw [Finset.sum_comm, ← h1]
    refine Finset.sum_congr rfl fun i _ => Finset.sum_congr rfl fun j _ => ?_
    rw [hS.apply i j]
    ring
  -- the cross terms give the quadratic form `⟨u, H u⟩`
  have h3 : ∑ i, ∑ j, H i j * (φ i * φ j * (u i / φ i * (u j / φ j))) = u ⬝ᵥ (H *ᵥ u) := by
    simp only [dotProduct, Matrix.mulVec, Finset.mul_sum]
    refine Finset.sum_congr rfl fun i _ => Finset.sum_congr rfl fun j _ => ?_
    have hi := hφ i
    have hj := hφ j
    field_simp
  have h4 : ∑ i, ∑ j, -H i j * (φ i * φ j * (u i / φ i - u j / φ j) ^ 2)
      = 2 * ∑ i, ∑ j, H i j * (φ i * φ j * (u i / φ i * (u j / φ j)))
        - ∑ i, ∑ j, H i j * (φ i * φ j * (u i / φ i) ^ 2)
        - ∑ i, ∑ j, H i j * (φ i * φ j * (u j / φ j) ^ 2) := by
    simp only [Finset.mul_sum, ← Finset.sum_sub_distrib]
    exact Finset.sum_congr rfl fun i _ => Finset.sum_congr rfl fun j _ => by ring
  rw [h4, h1, h2, h3, dotProduct_sub, dotProduct_smul, smul_eq_mul]
  ring

/-- A double sum restricted to pairs (site, right neighbour) is a sum over the `m` bonds. -/
theorem bond_sum (f : Fin (m + 1) → Fin (m + 1) → ℝ) :
    ∑ i : Fin (m + 1), ∑ j : Fin (m + 1), (if (i : ℕ) + 1 = j then f i j else 0)
      = ∑ k : Fin m, f k.castSucc k.succ := by
  rw [Fin.sum_univ_castSucc]
  have hlast : ∑ j : Fin (m + 1),
      (if ((Fin.last m : Fin (m + 1)) : ℕ) + 1 = j then f (Fin.last m) j else 0) = 0 :=
    Finset.sum_eq_zero fun j _ => if_neg (by
      have := j.isLt
      rw [Fin.val_last]
      omega)
  rw [hlast, add_zero]
  refine Finset.sum_congr rfl fun k _ => ?_
  rw [Finset.sum_eq_single k.succ]
  · exact if_pos rfl
  · intro j _ hj
    exact if_neg fun hh => hj (Fin.ext hh.symm)
  · intro h'
    exact absurd (Finset.mem_univ _) h'

/-- If `φ` is an eigenvector of the chain with energy `E` and no zero entry, then `⟨u, (H - E) u⟩`
is the sum over bonds of `φ_j φ_{j+1} (u_{j+1}/φ_{j+1} - u_j/φ_j)²`. -/
theorem chain_identity {V φ : Fin (m + 1) → ℝ} {E : ℝ} (h : chainH V *ᵥ φ = E • φ)
    (hφ : ∀ j, φ j ≠ 0) (u : Fin (m + 1) → ℝ) :
    u ⬝ᵥ (chainH V *ᵥ u - E • u) = ∑ k : Fin m, φ k.castSucc * φ k.succ *
      (u k.succ / φ k.succ - u k.castSucc / φ k.castSucc) ^ 2 := by
  have hS : (chainH V).IsSymm := by
    refine Matrix.IsSymm.ext fun i j => ?_
    by_cases hij : i = j
    · rw [hij]
    · simp only [chainH, Matrix.of_apply, if_neg hij, if_neg (Ne.symm hij)]
      ring
  obtain ⟨g, hg⟩ : ∃ g : Fin (m + 1) → Fin (m + 1) → ℝ,
      ∀ i j, g i j = φ i * φ j * (u i / φ i - u j / φ j) ^ 2 :=
    ⟨fun i j => φ i * φ j * (u i / φ i - u j / φ j) ^ 2, fun _ _ => rfl⟩
  have e2 : ∑ i, ∑ j, (if (j : ℕ) + 1 = i then g i j else 0)
      = ∑ k : Fin m, g k.succ k.castSucc := by
    rw [Finset.sum_comm]
    exact bond_sum fun i j => g j i
  -- only neighbouring sites contribute, each bond twice
  have e : ∑ i, ∑ j, -chainH V i j * g i j
      = ∑ i, ∑ j, (if (i : ℕ) + 1 = j then g i j else 0)
        + ∑ i, ∑ j, (if (j : ℕ) + 1 = i then g i j else 0) := by
    simp only [← Finset.sum_add_distrib]
    refine Finset.sum_congr rfl fun i _ => Finset.sum_congr rfl fun j _ => ?_
    by_cases hij : i = j
    · have hz : g i j = 0 := by rw [hg, hij, sub_self]; ring
      simp [hz]
    · simp only [chainH, Matrix.of_apply, if_neg hij]
      split_ifs <;> ring
  rw [symmetric_identity hS h hφ u]
  simp only [← hg]
  rw [e, bond_sum g, e2, ← Finset.sum_add_distrib, Finset.mul_sum]
  refine Finset.sum_congr rfl fun k _ => ?_
  rw [hg, hg]
  ring

end

end ChainIdentity
```

Compiling this gives:

```
Main.lean:93:49: error: Application type mismatch: The argument
  i
has type
  ℕ
but is expected to have type
  Fin (m + 1)
in the application
  g i
Main.lean:93:14: error(lean.synthInstanceFailed): failed to synthesize instance of type class
  Fintype ℕ

Hint: Adding the command `deriving instance Fintype for Nat` may allow Lean to derive the missing instance.
Main.lean:93:19: error(lean.synthInstanceFailed): failed to synthesize instance of type class
  Fintype ℕ

Hint: Adding the command `deriving instance Fintype for Nat` may allow Lean to derive the missing instance.
Main.lean:99:45: error: Application type mismatch: The argument
  i
has type
  ℕ
but is expected to have type
  Fin (m + 1)
in the application
  g i
Main.lean:100:47: error: Application type mismatch: The argument
  i
has type
  ℕ
but is expected to have type
  Fin (m + 1)
in the application
  g i
Main.lean:99:10: error(lean.synthInstanceFailed): failed to synthesize instance of type class
  Fintype ℕ

Hint: Adding the command `deriving instance Fintype for Nat` may allow Lean to derive the missing instance.
Main.lean:99:15: error(lean.synthInstanceFailed): failed to synthesize instance of type class
  Fintype ℕ

Hint: Adding the command `deriving instance Fintype for Nat` may allow Lean to derive the missing instance.
Main.lean:100:12: error(lean.synthInstanceFailed): failed to synthesize instance of type class
  Fintype ℕ

Hint: Adding the command `deriving instance Fintype for Nat` may allow Lean to derive the missing instance.
Main.lean:100:17: error(lean.synthInstanceFailed): failed to synthesize instance of type class
  Fintype ℕ

Hint: Adding the command `deriving instance Fintype for Nat` may allow Lean to derive the missing instance.
Main.lean:108:6: error: Tactic `rewrite` failed: Did not find an occurrence of the pattern
  u ⬝ᵥ (chainH V *ᵥ u - E • u)
in the target expression
  Fintype ℕ

case refine_1.refine_1
m : ℕ
V φ : Fin (m + 1) → ℝ
E : ℝ
h : chainH V *ᵥ φ = E • φ
hφ : ∀ (j : Fin (m + 1)), φ j ≠ 0
u : Fin (m + 1) → ℝ
hS : (chainH V).IsSymm
g : Fin (m + 1) → Fin (m + 1) → ℝ
hg : ∀ (i j : Fin (m + 1)), g i j = φ i * φ j * (u i / φ i - u j / φ j) ^ 2
⊢ Fintype ℕ
```

What went wrong. The sums in `e2` and on the right-hand side of `e` did not give the types of `i` and `j`. Their conditions, such as `(j : ℕ) + 1 = i`, were meant to compare the positions of two sites. But with the type of `j` still open, `(j : ℕ)` made `j` itself a natural number instead of coercing a site to its position, and the equation made `i` one too.

Hence the mismatches: `g` expects arguments in `Fin (m + 1)`. The sums also now ran over all of `ℕ`, and Lean found no `Fintype ℕ` instance; none can exist, since `ℕ` is infinite, so the hint about deriving one is no help. The final `rewrite` error is a consequence: the rewrite met a leftover goal `Fintype ℕ` instead of the energy identity.

The repair writes `i : Fin (m + 1)` and `j : Fin (m + 1)` in the affected sums. The indices are then sites from the start, the conditions compare their values in `ℕ`, `g i j` is well typed, and the sums are finite. The proof steps themselves are unchanged.

The repair, with which the file compiles:

```diff
@@ -91,5 +91,5 @@
       ∀ i j, g i j = φ i * φ j * (u i / φ i - u j / φ j) ^ 2 :=
     ⟨fun i j => φ i * φ j * (u i / φ i - u j / φ j) ^ 2, fun _ _ => rfl⟩
-  have e2 : ∑ i, ∑ j, (if (j : ℕ) + 1 = i then g i j else 0)
+  have e2 : ∑ i : Fin (m + 1), ∑ j : Fin (m + 1), (if (j : ℕ) + 1 = i then g i j else 0)
       = ∑ k : Fin m, g k.succ k.castSucc := by
     rw [Finset.sum_comm]
@@ -97,6 +97,6 @@
   -- only neighbouring sites contribute, each bond twice
   have e : ∑ i, ∑ j, -chainH V i j * g i j
-      = ∑ i, ∑ j, (if (i : ℕ) + 1 = j then g i j else 0)
-        + ∑ i, ∑ j, (if (j : ℕ) + 1 = i then g i j else 0) := by
+      = ∑ i : Fin (m + 1), ∑ j : Fin (m + 1), (if (i : ℕ) + 1 = j then g i j else 0)
+        + ∑ i : Fin (m + 1), ∑ j : Fin (m + 1), (if (j : ℕ) + 1 = i then g i j else 0) := by
     simp only [← Finset.sum_add_distrib]
     refine Finset.sum_congr rfl fun i _ => Finset.sum_congr rfl fun j _ => ?_
```
